# A spin from four Majorana operators: the algebra of $s_a = i\,b_a c$ and $D = b_x b_y b_z c$

## Question

A spin-1/2 has a two-dimensional state space, while four Majorana operators make up two fermionic modes and act on a four-dimensional one. Kitaev's representation nevertheless writes the spin on a site through four Majoranas $b_x, b_y, b_z, c$, each squaring to one and any two anticommuting, by setting $s_a = i\,b_a c$ for $a \in \{x, y, z\}$. The claim is that these operators behave like Pauli matrices up to one extra operator $D = b_x b_y b_z c$: they square to one, anticommute pairwise and commute with $D$, while $D^2 = 1$ and $s_x s_y = i\,s_z D$, so that the Pauli product rule holds on states with $D = +1$. How can this be stated and proved in Lean 4 with Mathlib, without fixing a matrix representation from the start?

## Answer

### Modelling choices

The operators are elements of a ring `A` that is also an algebra over $\mathbb{C}$. The ring supplies sums, an associative and in general noncommutative product, and a unit $1$. The instance `Algebra ℂ A` supplies multiplication by complex numbers, written `•`, and these numbers can be pulled out of any product. No Hilbert space, dimension or matrix form is fixed, so the results apply to $4 \times 4$ matrices as well as to the operators of one site inside a larger system.

The three operators $b_x, b_y, b_z$ form a family `b : Fin 3 → A`, and the labels $x, y, z$ in the prose are the indices `0`, `1`, `2` in the code. The fourth operator is `c : A`. The predicate `IsMajoranaSite b c` collects the four assumptions

$$b_a^2 = 1, \qquad c^2 = 1, \qquad b_a b_{a'} = -\,b_{a'} b_a \quad (a \neq a'), \qquad c\,b_a = -\,b_a c,$$

as the fields `b_sq`, `c_sq`, `b_anti` and `c_anti`. This fixes the normalisation in which a Majorana operator squares to $1$ and not to $1/2$. The relations are assumed, not derived from creation and annihilation operators.

The definitions `spin b c a`, `gauge b c` and `projector b c` are

$$s_a = i\,b_a c, \qquad D = b_x b_y b_z c, \qquad P = \tfrac12 (1 + D).$$

The order of the factors in $D$ is a convention that matters: exchanging two of them reverses the sign of $D$, and with it the sign in $s_x s_y = i\,s_z D$.

Two statements need more structure. For states, $V$ is a complex vector space on which `A` acts, and `IsScalarTower ℂ A V` says $(z\,t)\,v = z\,(t\,v)$ for a complex number $z$, an operator $t$ and a vector $v$. For adjoints, `star` plays the role of $\dagger$: `StarRing A` makes it an additive involution that reverses products, and `StarModule ℂ A` gives $(z\,t)^\dagger = \bar z\, t^\dagger$. Self-adjointness of the Majoranas is a separate hypothesis, used only in the theorem about adjoints; all the product relations hold without it.

### Derivation by hand

The product of two spins loses the operator $c$. For any $a$ and $a'$, equal or not,

$$s_a s_{a'} = i^2\, b_a\, c\, b_{a'}\, c = -\,b_a\,(c\,b_{a'})\,c = +\,b_a b_{a'}\, c^2 = b_a b_{a'}.$$

The sign from $i^2$ cancels the sign from moving $c$ through $b_{a'}$. Setting $a' = a$ gives $s_a^2 = b_a^2 = 1$, and for $a \neq a'$ one has $s_a s_{a'} = b_a b_{a'} = -b_{a'} b_a = -s_{a'} s_a$.

For $D^2$, each repeated factor is moved left until it meets its copy. The second $b_x$ passes three operators, the second $b_y$ then passes two, and the second $b_z$ passes one:

$$D^2 = b_x b_y b_z c\, b_x b_y b_z c = -\,b_y b_z c\, b_y b_z c = -\,b_z c\, b_z c = +\,c\,c = 1.$$

Let $\gamma$ be any one of the four Majoranas. Moving $\gamma$ through $D$ costs a sign at each of the three other factors and nothing at its own copy, so $\gamma D = -D\gamma$. A product of two Majoranas therefore commutes with $D$: $b_a c\, D = -b_a D c = D\, b_a c$, and multiplying by $i$ gives $s_a D = D s_a$.

For the product rule, move the first $c$ in $b_z c D$ to the right through three operators, and then the last $b_z$ to the left through two:

$$b_z c\, D = b_z c\, b_x b_y b_z c = -\,b_z b_x b_y b_z\, c^2 = -\,b_z^2\, b_x b_y = -\,b_x b_y.$$

Hence $i\,s_z D = i^2\, b_z c D = b_x b_y = s_x s_y$. Moving $b_x$ through $b_y b_z$ takes two exchanges, so $D = b_y b_z b_x c = b_z b_x b_y c$, and the same computation with the labels shifted cyclically gives

$$s_x s_y = i\,s_z D, \qquad s_y s_z = i\,s_x D, \qquad s_z s_x = i\,s_y D.$$

The triple product follows at once: $s_x s_y s_z = b_x b_y \cdot i\,b_z c = iD$.

On states, take $v \in V$ and a complex number $\varepsilon$. Since $s_x s_y v = i\,s_z (Dv)$, the relation $s_x s_y v = \varepsilon\, i\, s_z v$ reads $i\,s_z (Dv) = i\,s_z(\varepsilon v)$. If $Dv = \varepsilon v$ it holds. Conversely, multiplying both sides by $i$ gives $-s_z(Dv) = -s_z(\varepsilon v)$, and applying $s_z$ with $s_z^2 = 1$ leaves $Dv = \varepsilon v$.

For the projector, $DP = \tfrac12(D + D^2) = \tfrac12 (D + 1) = P$, and so $P^2 = \tfrac12(P + DP) = P$. The spins commute with $1$ and with $D$, hence with $P$. Finally $s_x s_y P = i\,s_z D P = i\,s_z P$, and likewise for the cyclic versions.

If $b_a^\dagger = b_a$ and $c^\dagger = c$, then $s_a^\dagger = -i\,c\,b_a = i\,b_a c = s_a$. Also $D^\dagger = c\,b_z b_y b_x$, and restoring the original order takes $3 + 2 + 1 = 6$ exchanges, so $D^\dagger = D$.

An explicit realisation uses two qubits. Let $\sigma_x, \sigma_y, \sigma_z = X, Y, Z$ be the Pauli matrices, and set $b_a = Y \otimes \sigma_a$ and $c = X \otimes 1$. Products are taken factor by factor. Then $b_a b_{a'} = Y^2 \otimes \sigma_a \sigma_{a'} = 1 \otimes \sigma_a\sigma_{a'}$, which gives the squares and the anticommutation among the $b_a$, while $c^2 = X^2 \otimes 1 = 1$ and $c\,b_a = XY \otimes \sigma_a = -YX \otimes \sigma_a = -b_a c$. With $YX = -iZ$ and $XYZ = i \cdot 1$,

$$D = Y^3 X \otimes XYZ = (-iZ) \otimes (i \cdot 1) = Z \otimes 1, \qquad s_a = i\,YX \otimes \sigma_a = Z \otimes \sigma_a.$$

All four matrices are Hermitian, being tensor products of Hermitian matrices.

### The Lean file

```lean
import Mathlib

open Complex (I)
open scoped Kronecker

namespace KitaevSpin

noncomputable section

/-- Four Majorana operators `b 0, b 1, b 2, c` (that is b^x, b^y, b^z, c) on one site:
each squares to one and any two different ones anticommute. -/
structure IsMajoranaSite {A : Type*} [Ring A] (b : Fin 3 → A) (c : A) : Prop where
  b_sq : ∀ a, b a * b a = 1
  c_sq : c * c = 1
  b_anti : ∀ a a', a ≠ a' → b a * b a' = -(b a' * b a)
  c_anti : ∀ a, c * b a = -(b a * c)

/-- The gauge operator D = b^x b^y b^z c. -/
def gauge {A : Type*} [Ring A] (b : Fin 3 → A) (c : A) : A :=
  b 0 * b 1 * b 2 * c

/-- The Kitaev spin operators s_a = i b_a c. -/
def spin {A : Type*} [Ring A] [Algebra ℂ A] (b : Fin 3 → A) (c : A) (a : Fin 3) : A :=
  I • (b a * c)

/-- The operator P = (1 + D) / 2. -/
def projector {A : Type*} [Ring A] [Algebra ℂ A] (b : Fin 3 → A) (c : A) : A :=
  (1 / 2 : ℂ) • (1 + gauge b c)

/-- Multiplying a vector twice by i reverses its sign. -/
theorem I_smul_I_smul {V : Type*} [AddCommGroup V] [Module ℂ V] (v : V) :
    I • I • v = -v := by
  rw [smul_smul, Complex.I_mul_I, neg_smul, one_smul]

variable {A : Type*} [Ring A] {b : Fin 3 → A} {c : A}

/-- Two anticommuting operators at the front of a product can be exchanged at the cost
of a sign. -/
theorem swap_assoc {x y : A} (h : x * y = -(y * x)) (t : A) :
    x * (y * t) = -(y * (x * t)) := by
  rw [← mul_assoc, h, neg_mul, mul_assoc]

/-- Identities between Majorana monomials: D squares to one, D commutes with each bilinear
b_a c, and b^x b^y = - b^z c D together with its cyclic versions. -/
theorem gauge_identities (h : IsMajoranaSite b c) :
    gauge b c * gauge b c = 1 ∧
    (∀ a, b a * c * gauge b c = gauge b c * (b a * c)) ∧
    b 0 * b 1 = -(b 2 * c * gauge b c) ∧
    b 1 * b 2 = -(b 0 * c * gauge b c) ∧
    b 2 * b 0 = -(b 1 * c * gauge b c) := by
  -- rules that bring every monomial to the order b^x, b^y, b^z, c
  have yx := h.b_anti 1 0 (by decide)
  have zx := h.b_anti 2 0 (by decide)
  have zy := h.b_anti 2 1 (by decide)
  have cb : ∀ a t, c * (b a * t) = -(b a * (c * t)) :=
    fun a t => swap_assoc (h.c_anti a) t
  have bb : ∀ a t, b a * (b a * t) = t := fun a t => by
    rw [← mul_assoc, h.b_sq, one_mul]
  have hfin : ∀ a : Fin 3, a = 0 ∨ a = 1 ∨ a = 2 := by decide
  refine ⟨?_, fun a => ?_, ?_, ?_, ?_⟩
  · simp only [gauge, mul_assoc, mul_neg, neg_neg, mul_one,
      swap_assoc yx, swap_assoc zx, swap_assoc zy, cb, h.b_sq, h.c_sq]
  · rcases hfin a with rfl | rfl | rfl <;>
      simp only [gauge, mul_assoc, mul_neg, neg_neg, mul_one, zx, zy,
        swap_assoc yx, swap_assoc zx, swap_assoc zy, cb, bb, h.b_sq, h.c_sq]
  all_goals
    simp only [gauge, mul_assoc, mul_neg, neg_neg, mul_one, zx,
      swap_assoc yx, swap_assoc zx, swap_assoc zy, cb, bb, h.b_sq, h.c_sq]

variable [Algebra ℂ A]

/-- In a product of two spin operators the Majorana c drops out: s_a s_a' = b_a b_a'. -/
theorem spin_mul_spin (h : IsMajoranaSite b c) (a a' : Fin 3) :
    spin b c a * spin b c a' = b a * b a' := by
  -- the factor i * i = -1 cancels the sign from moving c through b_a'
  simp only [spin, smul_mul_assoc, mul_smul_comm, I_smul_I_smul]
  simp only [mul_assoc, swap_assoc (h.c_anti a'), h.c_sq, mul_one, mul_neg, neg_neg]

/-- The operators s_a = i b_a c square to one, pairwise anticommute and commute with D;
D squares to one; and s_x s_y = i s_z D, s_y s_z = i s_x D, s_z s_x = i s_y D. -/
theorem kitaev_spin_algebra (h : IsMajoranaSite b c) :
    (∀ a, spin b c a * spin b c a = 1) ∧
    (∀ a a', a ≠ a' → spin b c a * spin b c a' = -(spin b c a' * spin b c a)) ∧
    (∀ a, spin b c a * gauge b c = gauge b c * spin b c a) ∧
    gauge b c * gauge b c = 1 ∧
    spin b c 0 * spin b c 1 = I • (spin b c 2 * gauge b c) ∧
    spin b c 1 * spin b c 2 = I • (spin b c 0 * gauge b c) ∧
    spin b c 2 * spin b c 0 = I • (spin b c 1 * gauge b c) := by
  obtain ⟨hD, hcomm, hxy, hyz, hzx⟩ := gauge_identities h
  -- i s_a D = - b_a c D
  have key : ∀ a, I • (spin b c a * gauge b c) = -(b a * c * gauge b c) := by
    intro a
    simp only [spin, smul_mul_assoc, I_smul_I_smul]
  refine ⟨fun a => ?_, fun a a' hne => ?_, fun a => ?_, hD, ?_, ?_, ?_⟩
  · rw [spin_mul_spin h a a, h.b_sq]
  · rw [spin_mul_spin h a a', spin_mul_spin h a' a]
    exact h.b_anti a a' hne
  · simp only [spin, smul_mul_assoc, mul_smul_comm, hcomm a]
  · rw [spin_mul_spin h 0 1, key]
    exact hxy
  · rw [spin_mul_spin h 1 2, key]
    exact hyz
  · rw [spin_mul_spin h 2 0, key]
    exact hzx

/-- The product of the three spin operators is s_x s_y s_z = i D. -/
theorem spin_triple_product (h : IsMajoranaSite b c) :
    spin b c 0 * spin b c 1 * spin b c 2 = I • gauge b c := by
  rw [spin_mul_spin h 0 1]
  simp only [spin, gauge, mul_smul_comm, mul_assoc]

/-- For a vector v of a complex space on which the algebra acts and a complex number ε,
the relation s_x s_y v = ε i s_z v holds exactly when D v = ε v. -/
theorem spin_relation_iff_gauge {V : Type*} [AddCommGroup V] [Module ℂ V] [Module A V]
    [IsScalarTower ℂ A V] (h : IsMajoranaSite b c) (ε : ℂ) (v : V) :
    (spin b c 0 * spin b c 1) • v = (ε * I) • spin b c 2 • v ↔ gauge b c • v = ε • v := by
  obtain ⟨hsq, -, -, -, hxy, -, -⟩ := kitaev_spin_algebra h
  have hε : spin b c 2 • ε • v = ε • spin b c 2 • v := smul_comm _ _ _
  have hrhs : (ε * I) • spin b c 2 • v = I • spin b c 2 • ε • v := by
    rw [hε, mul_comm ε, mul_smul]
  have hss : ∀ w : V, spin b c 2 • spin b c 2 • w = w := by
    intro w
    rw [smul_smul, hsq, one_smul]
  rw [hrhs, hxy, smul_assoc, mul_smul]
  constructor
  · intro hv
    -- cancel the invertible factors i and s_z
    have h1 := congrArg (fun w : V => I • w) hv
    simp only [I_smul_I_smul, neg_inj] at h1
    have h2 := congrArg (fun w : V => spin b c 2 • w) h1
    simp only [hss] at h2
    exact h2
  · intro hv
    rw [hv]

/-- P = (1 + D) / 2 is idempotent, satisfies D P = P, commutes with the spin operators,
and s_x s_y P = i s_z P, s_y s_z P = i s_x P, s_z s_x P = i s_y P. -/
theorem projected_spin_algebra (h : IsMajoranaSite b c) :
    projector b c * projector b c = projector b c ∧
    gauge b c * projector b c = projector b c ∧
    (∀ a, spin b c a * projector b c = projector b c * spin b c a) ∧
    spin b c 0 * spin b c 1 * projector b c = I • (spin b c 2 * projector b c) ∧
    spin b c 1 * spin b c 2 * projector b c = I • (spin b c 0 * projector b c) ∧
    spin b c 2 * spin b c 0 * projector b c = I • (spin b c 1 * projector b c) := by
  obtain ⟨-, -, hcomm, hD, hxy, hyz, hzx⟩ := kitaev_spin_algebra h
  -- D is absorbed by P because D squares to one
  have hDP : gauge b c * projector b c = projector b c := by
    simp only [projector, mul_smul_comm, mul_add, mul_one, hD]
    rw [add_comm (gauge b c) 1]
  have hP : ∀ t, projector b c * t = (1 / 2 : ℂ) • (t + gauge b c * t) := by
    intro t
    simp only [projector, smul_mul_assoc, add_mul, one_mul]
  refine ⟨?_, hDP, fun a => ?_, ?_, ?_, ?_⟩
  · rw [hP (projector b c), hDP]
    module
  · simp only [projector, mul_smul_comm, smul_mul_assoc, mul_add, add_mul, mul_one,
      one_mul, hcomm a]
  · rw [hxy, smul_mul_assoc, mul_assoc, hDP]
  · rw [hyz, smul_mul_assoc, mul_assoc, hDP]
  · rw [hzx, smul_mul_assoc, mul_assoc, hDP]

/-- If the four Majorana operators are self-adjoint, then so are the spin operators and D. -/
theorem spin_gauge_selfAdjoint [StarRing A] [StarModule ℂ A] (h : IsMajoranaSite b c)
    (hb : ∀ a, star (b a) = b a) (hc : star c = c) :
    (∀ a, star (spin b c a) = spin b c a) ∧ star (gauge b c) = gauge b c := by
  have hI : star I = -I := by simp
  have yx := h.b_anti 1 0 (by decide)
  have zx := h.b_anti 2 0 (by decide)
  have zy := h.b_anti 2 1 (by decide)
  refine ⟨fun a => ?_, ?_⟩
  · -- the sign from conjugating i cancels the sign from reversing b_a c
    simp only [spin, star_smul, star_mul, hb, hc, h.c_anti, hI, neg_smul, smul_neg, neg_neg]
  · -- reversing four anticommuting factors takes six exchanges
    simp only [gauge, star_mul, hb, hc, mul_assoc, mul_neg, neg_mul, neg_neg,
      swap_assoc yx, swap_assoc zx, swap_assoc zy, h.c_anti]

/-- The Pauli matrices X, Y, Z. -/
def pauli : Fin 3 → Matrix (Fin 2) (Fin 2) ℂ :=
  ![!![0, 1; 1, 0], !![0, -I; I, 0], !![1, 0; 0, -1]]

/-- The two-qubit matrices b_a = Y ⊗ σ_a. -/
def bMat (a : Fin 3) : Matrix (Fin 2 × Fin 2) (Fin 2 × Fin 2) ℂ :=
  pauli 1 ⊗ₖ pauli a

/-- The two-qubit matrix c = X ⊗ 1. -/
def cMat : Matrix (Fin 2 × Fin 2) (Fin 2 × Fin 2) ℂ :=
  pauli 0 ⊗ₖ (1 : Matrix (Fin 2) (Fin 2) ℂ)

/-- The matrices b_a = Y ⊗ σ_a and c = X ⊗ 1 are Hermitian and satisfy the Majorana
relations, with D = Z ⊗ 1 and s_a = Z ⊗ σ_a. -/
theorem majoranaSite_witness :
    IsMajoranaSite bMat cMat ∧ (∀ a, star (bMat a) = bMat a) ∧ star cMat = cMat ∧
    gauge bMat cMat = pauli 2 ⊗ₖ (1 : Matrix (Fin 2) (Fin 2) ℂ) ∧
    (∀ a, spin bMat cMat a = pauli 2 ⊗ₖ pauli a) := by
  -- Pauli algebra
  have hsq : ∀ a, pauli a * pauli a = 1 := by
    intro a
    fin_cases a <;> ext i j <;> fin_cases i <;> fin_cases j <;>
      simp [pauli, Matrix.mul_apply, Fin.sum_univ_succ]
  have hanti : ∀ a a', a ≠ a' → pauli a * pauli a' = -(pauli a' * pauli a) := by
    intro a a' hne
    fin_cases a <;> fin_cases a' <;>
      first
        | exact absurd rfl hne
        | (ext i j
           fin_cases i <;> fin_cases j <;>
             simp [pauli, Matrix.mul_apply, Fin.sum_univ_succ])
  have hyx : pauli 1 * pauli 0 = (-I) • pauli 2 := by
    ext i j
    fin_cases i <;> fin_cases j <;> simp [pauli, Matrix.mul_apply, Fin.sum_univ_succ]
  have hxyz : pauli 0 * pauli 1 * pauli 2 = I • (1 : Matrix (Fin 2) (Fin 2) ℂ) := by
    ext i j
    fin_cases i <;> fin_cases j <;> simp [pauli, Matrix.mul_apply, Fin.sum_univ_succ]
  have hstar : ∀ a, star (pauli a) = pauli a := by
    intro a
    fin_cases a <;> ext i j <;> fin_cases i <;> fin_cases j <;>
      simp [pauli, Matrix.star_apply]
  -- rules for the Kronecker product
  have hmul : ∀ M N M' N' : Matrix (Fin 2) (Fin 2) ℂ,
      (M ⊗ₖ N) * (M' ⊗ₖ N') = (M * M') ⊗ₖ (N * N') :=
    fun _ _ _ _ => (Matrix.mul_kronecker_mul _ _ _ _).symm
  have hnegR : ∀ M N : Matrix (Fin 2) (Fin 2) ℂ, M ⊗ₖ (-N) = -(M ⊗ₖ N) := by
    intro M N
    ext ⟨i, j⟩ ⟨k, l⟩
    simp [Matrix.kroneckerMap_apply]
  have hnegL : ∀ M N : Matrix (Fin 2) (Fin 2) ℂ, (-M) ⊗ₖ N = -(M ⊗ₖ N) := by
    intro M N
    ext ⟨i, j⟩ ⟨k, l⟩
    simp [Matrix.kroneckerMap_apply]
  have hstarK : ∀ M N : Matrix (Fin 2) (Fin 2) ℂ, star (M ⊗ₖ N) = star M ⊗ₖ star N := by
    intro M N
    ext ⟨i, j⟩ ⟨k, l⟩
    simp only [Matrix.star_apply, Matrix.kroneckerMap_apply, star_mul']
  refine ⟨⟨fun a => ?_, ?_, fun a a' hne => ?_, fun a => ?_⟩, fun a => ?_, ?_, ?_,
    fun a => ?_⟩
  · show bMat a * bMat a = 1
    simp only [bMat, hmul, hsq, Matrix.one_kronecker_one]
  · show cMat * cMat = 1
    simp only [cMat, hmul, hsq, Matrix.mul_one, Matrix.one_kronecker_one]
  · show bMat a * bMat a' = -(bMat a' * bMat a)
    simp only [bMat, hmul]
    rw [hanti a a' hne, hnegR]
  · show cMat * bMat a = -(bMat a * cMat)
    simp only [bMat, cMat, hmul, Matrix.mul_one, Matrix.one_mul]
    rw [hanti 0 1 (by decide), hnegL]
  · simp only [bMat, hstarK, hstar]
  · simp only [cMat, hstarK, hstar, star_one]
  · show bMat 0 * bMat 1 * bMat 2 * cMat = _
    simp only [bMat, cMat, hmul, hsq, Matrix.one_mul, Matrix.mul_one, hyx, hxyz]
    rw [Matrix.smul_kronecker, Matrix.kronecker_smul, smul_smul]
    simp
  · show I • (bMat a * cMat) = _
    simp only [bMat, cMat, hmul, Matrix.mul_one, hyx]
    rw [Matrix.smul_kronecker, smul_smul]
    simp

end

end KitaevSpin
```

```lean
#print axioms KitaevSpin.spin_triple_product
#print axioms KitaevSpin.spin_relation_iff_gauge
#print axioms KitaevSpin.projected_spin_algebra
#print axioms KitaevSpin.spin_gauge_selfAdjoint
```

```
'KitaevSpin.spin_triple_product' depends on axioms: [propext, Classical.choice, Quot.sound]
'KitaevSpin.spin_relation_iff_gauge' depends on axioms: [propext, Classical.choice, Quot.sound]
'KitaevSpin.projected_spin_algebra' depends on axioms: [propext, Classical.choice, Quot.sound]
'KitaevSpin.spin_gauge_selfAdjoint' depends on axioms: [propext, Classical.choice, Quot.sound]
```

### Reading the statements

The theorem `kitaev_spin_algebra` is the claim of the question together with the two cyclic partners of the product rule. From `IsMajoranaSite b c` alone it concludes, in this order, $s_a^2 = 1$ for all $a$, anticommutation for $a \neq a'$, $s_a D = D s_a$, $D^2 = 1$, and the three relations $s_x s_y = i s_z D$, $s_y s_z = i s_x D$, $s_z s_x = i s_y D$. The theorem `spin_triple_product` adds $s_x s_y s_z = iD$.

The theorem `spin_relation_iff_gauge` is the statement about states. It is given for the pair $x, y$ only, for every vector $v$ and every complex $\varepsilon$. With $\varepsilon = 1$ it says that a vector obeys the Pauli rule $s_x s_y v = i s_z v$ exactly when $Dv = v$, and with $\varepsilon = -1$ that the rule with the opposite sign holds exactly when $Dv = -v$. The zero vector satisfies both sides for any $\varepsilon$, and nothing is said about whether a nonzero vector with $Dv = \varepsilon v$ exists.

The theorem `projected_spin_algebra` expresses the constraint at the level of operators: $P^2 = P$, $DP = P$, $s_a P = P s_a$, and the three Pauli product rules multiplied on the right by $P$. The theorem `spin_gauge_selfAdjoint` takes the extra hypotheses `hb` and `hc` and concludes that each $s_a$ and $D$ is self-adjoint.

The ring with $0 = 1$ satisfies every equation, so an example with content is worth having. The theorem `majoranaSite_witness` supplies it with matrices indexed by `Fin 2 × Fin 2`, where `⊗ₖ` is the Kronecker product, `pauli 0`, `pauli 1`, `pauli 2` are $X, Y, Z$, and `star` is the conjugate transpose. It states the Majorana relations, the Hermiticity of `bMat a` and `cMat`, and the values $D = Z \otimes 1$ and $s_a = Z \otimes \sigma_a$.

### How the proofs follow the derivation

Two small lemmas carry the signs. `I_smul_I_smul` is $i \cdot i \cdot v = -v$. `swap_assoc` turns $xy = -yx$ into $x(yt) = -y(xt)$ for arbitrary $t$, which is the form needed once `mul_assoc` has bracketed every product to the right.

The lemma `gauge_identities` contains no complex scalar and holds in any ring. It replaces the exchanges chosen by hand with a sorting procedure. The rules `yx`, `zx`, `zy` and `cb` each move a factor towards the order $b_x, b_y, b_z, c$ at the cost of a sign, `bb` together with `h.b_sq` and `h.c_sq` removes adjacent equal factors, and `neg_neg` cancels signs in pairs. Both sides of each identity reach the same ordered monomial. Where the derivation used $\gamma D = -D\gamma$ twice, the code instead splits into the three values of $a$ with `hfin` and sorts $b_a c D$ and $D b_a c$ directly.

In `spin_mul_spin` the first `simp only` pulls both factors $i$ to the front and turns them into a minus sign, and the second moves $c$ through $b_{a'}$ and applies $c^2 = 1$. In `kitaev_spin_algebra` the local statement `key` is the step $i\,s_a D = -b_a c D$. Each product rule then rewrites its left side to $b_a b_{a'}$, its right side to $-b_{a''} c D$ with $a''$ the third label, and closes with the matching part of `gauge_identities`. The squares and the anticommutators reduce through `spin_mul_spin` to the hypotheses on $b$.

In `spin_relation_iff_gauge`, `hrhs` and `hxy` bring both sides to the form $i\,s_z(\cdot)$. The forward direction applies `congrArg` first with multiplication by $i$ and then with $s_z$, where `hss` is $s_z s_z w = w$ for every vector $w$; these are the two cancellations made above. In `projected_spin_algebra`, `hDP` is $DP = P$ and `hP` expands $Pt = \tfrac12(t + Dt)$. Idempotence becomes $\tfrac12(P + P) = P$, which `module` settles. In `spin_gauge_selfAdjoint`, `star_mul` reverses the products, `hI` is $\bar i = -i$, and the exchange rules sort the reversed monomial back.

The witness first checks the Pauli algebra entry by entry (`hsq`, `hanti`, `hyx`, `hxyz`, `hstar`). It then records that Kronecker products multiply factor by factor (`hmul`), that a sign can be pulled out of either factor (`hnegL`, `hnegR`), and that the adjoint acts on each factor (`hstarK`). The remaining goals are the two-qubit computation written above, and the last two end with $(-i)\,i = 1$.

### Remarks

These relations are the starting point of the Majorana treatment of Kitaev's honeycomb spin model and of encodings that store a qubit in four Majorana modes at fixed $D$, and they are established here for one site only. The lattice construction needs Majoranas on many sites, the commutation of spins on different sites, bond operators built from two $b$ operators on neighbouring sites and a Hamiltonian, none of which is defined in the file. The name `gauge` is borrowed from that setting, where conjugation by the $D$ of a site reverses the sign of each of the four Majoranas $\gamma$ of that site: $D \gamma D = -\gamma$, by $\gamma D = -D\gamma$ and $D^2 = 1$.

Two observations go beyond what Lean checks. For $v \neq 0$, the relation $Dv = \varepsilon v$ combined with $D^2 = 1$ forces $\varepsilon = \pm 1$. In the two-qubit example, where $D = Z \otimes 1$, the constraint $D = +1$ selects the two-dimensional subspace where the first qubit has $Z = +1$, on which $s_a$ acts as $\sigma_a$, while on the complementary subspace it acts as $-\sigma_a$; this is how the four-dimensional space of the question reduces to that of a spin-1/2.
